# The parameter derivative of a saddle value along continuous saddle points

A coordinate $x$ sits in a field $t$ and is coupled to an auxiliary variable $y$. In suitable units the functional is
$$\tfrac12x^2+xy-\tfrac12y^2-tx .$$
It is to be minimal in $x$ and maximal in $y$. The two stationarity conditions, $x+y=t$ and $x=y$, give $x=y=t/2$ and the value $-t^2/4$.

Now change the field from $t_0$ to $t$. With $y$ fixed at any value and $x$ held at its old value $t_0/2$, the functional changes by $-(t-t_0)t_0/2$. With $x$ held at its new value $t/2$, it changes by $-(t-t_0)t/2$. The true change, $-(t^2-t_0^2)/4$, is the mean of the two and so lies between them. Divided by $t-t_0$, both bounds tend to $-t_0/2$, so the slope is found without differentiating the position of the saddle point.

The problems below carry this argument over to a general functional $f(t,x,y)$ with a real parameter $t$. In electronic structure, such functionals arise when an energy is minimised over some variables and maximised over auxiliary fields or multipliers; the derivative formula applies where the saddle points exist and move continuously and the $t$-derivative of $f$ is jointly continuous in $t$, $x$ and $y$, all of which is assumed and not derived. That the saddle value equals the energy of the physical system must come from the physics of the functional.

```lean
import Mathlib

open Filter Topology

namespace SaddleEnvelope

variable {X Y : Type*}
```

The variables $x$ and $y$ range over arbitrary sets $X$ and $Y$. `IsSaddle g x y` says that $g(x,y)\le g(x',y)$ for every $x'$ in $X$ and $g(x,y')\le g(x,y)$ for every $y'$ in $Y$. These are global inequalities, so a stationary point alone does not qualify.

```lean
/-- The point `(x, y)` is a saddle point of the functional `g`: minimal in the first
argument and maximal in the second. -/
def IsSaddle (g : X → Y → ℝ) (x : X) (y : Y) : Prop :=
  (∀ x', g x y ≤ g x' y) ∧ ∀ y', g x y' ≤ g x y
```

## (a) Values at different saddle points

Let $(x,y)$ and $(x',y')$ be saddle points of the same functional $g$. Show that
$$g(x,y)=g(x',y').$$

**Solution.** Pass through the mixed point $(x',y)$. Minimality of the first saddle point in $x$, then maximality of the second in $y$, give
$$g(x,y)\le g(x',y)\le g(x',y').$$
Exchanging the two saddle points gives the reverse inequality. The saddle value therefore does not depend on which saddle point is chosen. In Lean the two chains are the two arguments of `le_antisymm`.

```lean
/-- Any two saddle points of the same functional have the same value. -/
theorem IsSaddle.value_eq {g : X → Y → ℝ} {x x' : X} {y y' : Y}
    (h : IsSaddle g x y) (h' : IsSaddle g x' y') : g x y = g x' y' :=
  le_antisymm ((h.1 x').trans (h'.2 y)) ((h'.1 x).trans (h.2 y'))
```

## (b) Bounds on the change of the value

Let $(x_0,y_0)$ be a saddle point at parameter $t_0$ and $(x,y)$ one at $t$. Show that
$$f(t,x,y_0)-f(t_0,x,y_0)\le f(t,x,y)-f(t_0,x_0,y_0)\le f(t,x_0,y)-f(t_0,x_0,y).$$

**Solution.** For the lower bound, use $f(t,x,y_0)\le f(t,x,y)$ and $f(t_0,x_0,y_0)\le f(t_0,x,y_0)$, and subtract. For the upper bound, use $f(t,x,y)\le f(t,x_0,y)$ and $f(t_0,x_0,y)\le f(t_0,x_0,y_0)$, and subtract again. In each outer difference only the parameter changes, while the arguments are frozen at one old and one new coordinate.

The proof collects these four inequalities as `h1` to `h4`, and `linarith` does the subtractions. Nothing is assumed about continuity or about the size of $t-t_0$.

```lean
/-- The change of a saddle value between two parameters `t₀` and `t` lies between two changes
of the functional at frozen arguments, each mixing one old and one new coordinate. -/
theorem saddle_increment_bounds {f : ℝ → X → Y → ℝ} {t₀ t : ℝ} {x₀ x : X} {y₀ y : Y}
    (h₀ : IsSaddle (f t₀) x₀ y₀) (h : IsSaddle (f t) x y) :
    f t x y₀ - f t₀ x y₀ ≤ f t x y - f t₀ x₀ y₀ ∧
      f t x y - f t₀ x₀ y₀ ≤ f t x₀ y - f t₀ x₀ y := by
  have h1 := h₀.1 x
  have h2 := h₀.2 y
  have h3 := h.1 x₀
  have h4 := h.2 y₀
  constructor <;> linarith
```

## (c) The increment at frozen arguments

Let $f'(t,x,y)$ denote the partial derivative of $f$ with respect to $t$ alone. Let $u(t)$ in $X$ and $v(t)$ in $Y$ be paths continuous at $t_0$, let $f'$ be jointly continuous at $(t_0,u(t_0),v(t_0))$, and write $c=f'(t_0,u(t_0),v(t_0))$. Show that for every $\varepsilon>0$ and all $t$ near enough to $t_0$,
$$\bigl|f(t,u(t),v(t))-f(t_0,u(t),v(t))-(t-t_0)c\bigr|\le\varepsilon|t-t_0|.$$

**Solution.** Let the time $r$ along the paths and the parameter $s$ vary independently. The function $f'(s,u(r),v(r))$ is continuous at $r=s=t_0$, so there is a $\delta>0$ with
$$|f'(s,u(r),v(r))-c|\le\varepsilon\quad\text{whenever } |r-t_0|<\delta,\ |s-t_0|<\delta .$$
Fix $t$ with $|t-t_0|<\delta$, set $r=t$, and consider
$$h(s)=f(s,u(t),v(t))-sc .$$
Its derivative $f'(s,u(t),v(t))-c$ is at most $\varepsilon$ in size between $t_0$ and $t$. The mean value inequality gives $|h(t)-h(t_0)|\le\varepsilon|t-t_0|$, which is the claim.

Here `hf` states that the $t$-derivative exists at every $t$, $x$ and $y$, whereas `hc` asks for joint continuity only at the one point. $X$ and $Y$ need only be topological spaces, which includes all metric spaces. The phrase "for all $t$ near enough" is `∀ᶠ t in 𝓝 t₀`. In the proof, `hq` is the continuity in two independent times, `hd` and `hb` are the derivative of $h$ and its bound, and `key` is the mean value inequality.

```lean
variable [TopologicalSpace X] [TopologicalSpace Y]

/-- Let `f` have the parameter derivative `f'`, jointly continuous at `(t₀, u t₀, v t₀)`, and let
the paths `u`, `v` be continuous at `t₀`. Then the change of `f` from `t₀` to `t` at the frozen
arguments `u t`, `v t` is `(t - t₀) f'(t₀, u t₀, v t₀)` up to an error small against `t - t₀`. -/
theorem frozen_increment {f f' : ℝ → X → Y → ℝ} {u : ℝ → X} {v : ℝ → Y} {t₀ : ℝ}
    (hf : ∀ t x y, HasDerivAt (fun s => f s x y) (f' t x y) t)
    (hc : ContinuousAt (fun p : ℝ × X × Y => f' p.1 p.2.1 p.2.2) (t₀, u t₀, v t₀))
    (hu : ContinuousAt u t₀) (hv : ContinuousAt v t₀) {ε : ℝ} (hε : 0 < ε) :
    ∀ᶠ t in 𝓝 t₀, |f t (u t) (v t) - f t₀ (u t) (v t) - (t - t₀) * f' t₀ (u t₀) (v t₀)|
      ≤ ε * |t - t₀| := by
  -- the derivative is continuous when path time and parameter vary independently
  have hu' : ContinuousAt (fun q : ℝ × ℝ => u q.1) (t₀, t₀) :=
    ContinuousAt.comp (g := u) (f := Prod.fst) (x := ((t₀, t₀) : ℝ × ℝ)) hu continuousAt_fst
  have hv' : ContinuousAt (fun q : ℝ × ℝ => v q.1) (t₀, t₀) :=
    ContinuousAt.comp (g := v) (f := Prod.fst) (x := ((t₀, t₀) : ℝ × ℝ)) hv continuousAt_fst
  have hq : ContinuousAt (fun q : ℝ × ℝ => f' q.2 (u q.1) (v q.1)) (t₀, t₀) :=
    ContinuousAt.comp (g := fun p : ℝ × X × Y => f' p.1 p.2.1 p.2.2)
      (f := fun q : ℝ × ℝ => (q.2, u q.1, v q.1)) (x := ((t₀, t₀) : ℝ × ℝ))
      hc (continuousAt_snd.prodMk (hu'.prodMk hv'))
  obtain ⟨δ, hδ, H⟩ := Metric.continuousAt_iff.1 hq ε hε
  filter_upwards [Metric.ball_mem_nhds t₀ hδ] with t ht
  set c := f' t₀ (u t₀) (v t₀) with hcdef
  have hd : ∀ s ∈ Metric.ball t₀ δ, HasDerivWithinAt
      (fun s => f s (u t) (v t) - s * c) (f' s (u t) (v t) - c) (Metric.ball t₀ δ) s := by
    intro s _
    have h := (hf s (u t) (v t)).fun_sub ((hasDerivAt_id' s).mul_const c)
    rw [one_mul] at h
    exact h.hasDerivWithinAt
  have hb : ∀ s ∈ Metric.ball t₀ δ, ‖f' s (u t) (v t) - c‖ ≤ ε := by
    intro s hs
    have hdist : dist ((t, s) : ℝ × ℝ) (t₀, t₀) < δ := by
      rw [Prod.dist_eq]
      exact max_lt ht hs
    have h : dist (f' s (u t) (v t)) c < ε := H hdist
    rw [dist_eq_norm] at h
    exact h.le
  -- mean value inequality for the functional minus its linear part
  have key := Convex.norm_image_sub_le_of_norm_hasDerivWithin_le hd hb
    (convex_ball t₀ δ) (Metric.mem_ball_self hδ) ht
  have e : f t (u t) (v t) - f t₀ (u t) (v t) - (t - t₀) * c
      = (f t (u t) (v t) - t * c) - (f t₀ (u t) (v t) - t₀ * c) := by ring
  rw [e]
  exact key
```

## (d) The derivative of the saddle value

Let $(x(t),y(t))$ be saddle points for all $t$ near $t_0$, with both paths continuous at $t_0$, and let $f'$ be jointly continuous at $(t_0,x(t_0),y(t_0))$. Write $V(t)=f(t,x(t),y(t))$. Show that
$$V'(t_0)=f'(t_0,x(t_0),y(t_0)).$$

**Solution.** Put $c=f'(t_0,x(t_0),y(t_0))$. By (b), $V(t)-V(t_0)$ lies between the frozen increments at $(x(t),y(t_0))$ and at $(x(t_0),y(t))$. Apply (c) to each, with one path moving and the other constant. Both increments equal $(t-t_0)c$ up to an error of at most $\varepsilon|t-t_0|$, hence
$$|V(t)-V(t_0)-(t-t_0)c|\le\varepsilon|t-t_0| .$$
This holds on either side of $t_0$. Since $\varepsilon$ is arbitrary, $V$ has derivative $c$.

The paths need not be differentiable, and no derivative in $x$ or $y$ appears. If $Y$ is a single point, the statement concerns a minimum, and it then has the form of the Hellmann–Feynman formula for a variational energy that meets the hypotheses.

In Lean the derivative is unfolded into the $\varepsilon$ estimate above; `hlow` and `hupp` are the two uses of (c).

```lean
/-- Saddle-point envelope theorem: let `f` have the parameter derivative `f'`, jointly continuous
at `(t₀, x t₀, y t₀)`, and let `(x t, y t)` be saddle points for `t` near `t₀`, continuous at `t₀`.
Then the saddle value has derivative `f'(t₀, x t₀, y t₀)` at `t₀`. -/
theorem hasDerivAt_saddle_value {f f' : ℝ → X → Y → ℝ} {x : ℝ → X} {y : ℝ → Y} {t₀ : ℝ}
    (hf : ∀ t x y, HasDerivAt (fun s => f s x y) (f' t x y) t)
    (hc : ContinuousAt (fun p : ℝ × X × Y => f' p.1 p.2.1 p.2.2) (t₀, x t₀, y t₀))
    (hs : ∀ᶠ t in 𝓝 t₀, IsSaddle (f t) (x t) (y t))
    (hx : ContinuousAt x t₀) (hy : ContinuousAt y t₀) :
    HasDerivAt (fun t => f t (x t) (y t)) (f' t₀ (x t₀) (y t₀)) t₀ := by
  rw [hasDerivAt_iff_isLittleO, Asymptotics.isLittleO_iff]
  intro ε hε
  -- one coordinate follows the saddle point, the other stays at its old place
  have hlow := frozen_increment (u := x) (v := fun _ => y t₀) hf hc hx continuousAt_const hε
  have hupp := frozen_increment (u := fun _ => x t₀) (v := y) hf hc continuousAt_const hy hε
  filter_upwards [hs, hlow, hupp] with t ht hl hu
  obtain ⟨h1, h2⟩ := saddle_increment_bounds hs.self_of_nhds ht
  rw [Real.norm_eq_abs, Real.norm_eq_abs, smul_eq_mul]
  rw [abs_le] at hl hu ⊢
  constructor
  · linarith [hl.1]
  · linarith [hu.2]
```

## (e) Integration over a coupling parameter

Suppose that $f'$ is jointly continuous everywhere, and that $(x(t),y(t))$ is a saddle point for every real $t$ and depends continuously on $t$. Show that for real $a$ and $b$
$$\int_a^b f'(t,x(t),y(t))\,dt=V(b)-V(a).$$

**Solution.** By (d), the integrand is $V'(t)$ at every $t$. It is continuous, being a composition of continuous maps, and so integrable. The fundamental theorem of calculus gives the result.

When $t$ scales an interaction, this obtains a difference of saddle values from the interaction term along the path, as in coupling-constant integration, for functionals whose saddle points follow $t$ continuously. The theorem asks for its hypotheses at every real $t$, not only between $a$ and $b$.

```lean
/-- Coupling-parameter integration: if the parameter derivative `f'` is jointly continuous and the
saddle points `(x t, y t)` depend continuously on `t`, the integral of `f'` along them from `a` to
`b` is the difference of the saddle values. -/
theorem integral_along_saddle {f f' : ℝ → X → Y → ℝ} {x : ℝ → X} {y : ℝ → Y}
    (hf : ∀ t x y, HasDerivAt (fun s => f s x y) (f' t x y) t)
    (hc : Continuous (fun p : ℝ × X × Y => f' p.1 p.2.1 p.2.2))
    (hs : ∀ t, IsSaddle (f t) (x t) (y t)) (hx : Continuous x) (hy : Continuous y) (a b : ℝ) :
    ∫ t in a..b, f' t (x t) (y t) = f b (x b) (y b) - f a (x a) (y a) := by
  have hcont : Continuous (fun t => f' t (x t) (y t)) :=
    hc.comp (continuous_id.prodMk (hx.prodMk hy))
  exact intervalIntegral.integral_eq_sub_of_hasDerivAt
    (fun t _ => hasDerivAt_saddle_value hf hc.continuousAt (Eventually.of_forall hs)
      hx.continuousAt hy.continuousAt)
    (hcont.intervalIntegrable a b)
```

## (f) A coordinate coupled to an auxiliary variable

From here on $a$ and $b$ are stiffnesses, no longer integration limits. The functional of the opening example, with general coefficients and a real coupling $k$, is
$$g(x,y)=\tfrac a2x^2+kxy-\tfrac b2y^2-tx .$$

```lean
/-- Quadratic functional of a coordinate `x` in a field `t`, coupled with strength `k` to an
auxiliary variable `y`. -/
noncomputable def coupled (a b k t x y : ℝ) : ℝ :=
  a / 2 * x ^ 2 + k * x * y - b / 2 * y ^ 2 - t * x
```

For $a,b>0$, show that $g$ has a saddle point at
$$x=\frac{bt}{ab+k^2},\qquad y=\frac{kt}{ab+k^2}.$$

**Solution.** Stationarity requires $ax+ky=t$ and $kx=by$. The second gives $y=kx/b$, and the first then gives the stated $x$ and $y$. Expanding about this point,
$$g(x',y)-g(x,y)=(ax+ky-t)(x'-x)+\tfrac a2(x'-x)^2=\tfrac a2(x'-x)^2\ge0,$$
$$g(x,y')-g(x,y)=(kx-by)(y'-y)-\tfrac b2(y'-y)^2=-\tfrac b2(y'-y)^2\le0.$$

The conditions are `h1` and `h2` in the proof, and `nlinarith` closes each inequality from the corresponding square.

```lean
/-- For positive stiffnesses `a` and `b` the coupled quadratic functional has a saddle point at
`x = b t / (a b + k²)`, `y = k t / (a b + k²)`. -/
theorem coupled_isSaddle {a b : ℝ} (ha : 0 < a) (hb : 0 < b) (k t : ℝ) :
    IsSaddle (coupled a b k t) (b * t / (a * b + k ^ 2)) (k * t / (a * b + k ^ 2)) := by
  have hD : a * b + k ^ 2 ≠ 0 := by positivity
  -- the two stationarity conditions
  have h1 : a * (b * t / (a * b + k ^ 2)) + k * (k * t / (a * b + k ^ 2)) = t := by
    have h : a * (b * t / (a * b + k ^ 2)) + k * (k * t / (a * b + k ^ 2))
        = t * ((a * b + k ^ 2) / (a * b + k ^ 2)) := by ring
    rw [h, div_self hD, mul_one]
  have h2 : k * (b * t / (a * b + k ^ 2)) = b * (k * t / (a * b + k ^ 2)) := by ring
  generalize b * t / (a * b + k ^ 2) = x at *
  generalize k * t / (a * b + k ^ 2) = y at *
  constructor
  · intro x'
    have e : (a * x + k * y) * (x' - x) = t * (x' - x) := by rw [h1]
    simp only [coupled]
    nlinarith [mul_nonneg ha.le (sq_nonneg (x' - x))]
  · intro y'
    have e : k * x * (y' - y) = b * y * (y' - y) := by rw [h2]
    simp only [coupled]
    nlinarith [mul_nonneg hb.le (sq_nonneg (y' - y))]
```

## (g) The response to the field

For the same functional, show that the saddle value $V(t)$ satisfies
$$\frac{dV}{dt}=-x(t)=-\frac{bt}{ab+k^2}.$$

**Solution.** The explicit $t$-derivative of $g$ at fixed $x$ and $y$ is $-x$, which is continuous. The saddle point found in (f) is linear in $t$, hence continuous. Part (d) gives the result. Direct substitution agrees: $V(t)=-bt^2/\bigl(2(ab+k^2)\bigr)$.

The proof supplies `fun _ x _ => -x` as `f'` and then checks the hypotheses of (d) in turn.

```lean
/-- For positive stiffnesses `a` and `b`, the field derivative of the saddle value of the coupled
quadratic functional is minus the coordinate `x = b t / (a b + k²)` at the saddle point. -/
theorem coupled_response {a b : ℝ} (ha : 0 < a) (hb : 0 < b) (k t : ℝ) :
    HasDerivAt (fun s => coupled a b k s (b * s / (a * b + k ^ 2)) (k * s / (a * b + k ^ 2)))
      (-(b * t / (a * b + k ^ 2))) t := by
  refine hasDerivAt_saddle_value (f := coupled a b k) (f' := fun _ x _ => -x)
    (x := fun s => b * s / (a * b + k ^ 2)) (y := fun s => k * s / (a * b + k ^ 2))
    ?_ ?_ (Eventually.of_forall fun s => coupled_isSaddle ha hb k s) ?_ ?_
  · intro s x y
    have h := ((hasDerivAt_id' s).mul_const x).const_sub
      (a / 2 * x ^ 2 + k * x * y - b / 2 * y ^ 2)
    rw [one_mul] at h
    exact h
  · exact Continuous.continuousAt (by fun_prop)
  · exact ((continuous_const.mul continuous_id).div_const _).continuousAt
  · exact ((continuous_const.mul continuous_id).div_const _).continuousAt

end SaddleEnvelope
```

```lean
#print axioms SaddleEnvelope.IsSaddle.value_eq
-- 'SaddleEnvelope.IsSaddle.value_eq' depends on axioms: [propext, Classical.choice, Quot.sound]
#print axioms SaddleEnvelope.hasDerivAt_saddle_value
-- 'SaddleEnvelope.hasDerivAt_saddle_value' depends on axioms: [propext, Classical.choice, Quot.sound]
#print axioms SaddleEnvelope.integral_along_saddle
-- 'SaddleEnvelope.integral_along_saddle' depends on axioms: [propext, Classical.choice, Quot.sound]
#print axioms SaddleEnvelope.coupled_response
-- 'SaddleEnvelope.coupled_response' depends on axioms: [propext, Classical.choice, Quot.sound]
```
